# A positive permittivity solves the Bruggeman equation exactly when it is a fixed point of the Hashin-Shtrikman function

A composite has finitely many phases, with positive real permittivities εᵢ and positive volume fractions pᵢ that sum to one. For k > 0, where k = d − 1 in d dimensions, the theorem says that a permittivity e > 0 makes the Bruggeman sum ∑ pᵢ(εᵢ − e)/(εᵢ + ke) vanish exactly when the Hashin-Shtrikman function at reference permittivity e returns e. The attempt writes S = ∑ pᵢ/(εᵢ + ke) and tries to show, as `hB`, that the Bruggeman sum equals 1 − (k + 1)eS. Both conditions then say that 1/S = (k + 1)e.

In Lean, a first try:

```lean
import Mathlib

open Finset

namespace BruggemanIffFixedPoint

noncomputable section

variable {ι : Type*} [Fintype ι]

/-- The Hashin-Shtrikman function of a composite with volume fractions `p` and permittivities `ε`,
at reference permittivity `z`; in `d` dimensions `k = d - 1`.
Its domain is `ε i + k z > 0` for all phases, with at least one phase and positive fractions. -/
def hashinShtrikman (k : ℝ) (p ε : ι → ℝ) (z : ℝ) : ℝ :=
  1 / (∑ i, p i / (ε i + k * z)) - k * z

/-- The Bruggeman sum: the mean polarisation factor of the phases embedded in a medium of
permittivity `e`, for `ε i + k e ≠ 0`. -/
def bruggeman (k : ℝ) (p ε : ι → ℝ) (e : ℝ) : ℝ :=
  ∑ i, p i * ((ε i - e) / (ε i + k * e))

/-- For `k > 0`, positive permittivities and positive fractions of sum one, a permittivity `e > 0`
solves the Bruggeman equation exactly when it is a fixed point of the Hashin-Shtrikman function. -/
theorem bruggeman_iff_fixed_point {k : ℝ} {p ε : ι → ℝ} (hk : 0 < k) (hp : ∀ i, 0 < p i)
    (hsum : ∑ i, p i = 1) (hε : ∀ i, 0 < ε i) {e : ℝ} (he : 0 < e) :
    bruggeman k p ε e = 0 ↔ hashinShtrikman k p ε e = e := by
  have hd : ∀ i, 0 < ε i + k * e := fun i => add_pos (hε i) (mul_pos hk he)
  have hne : (univ : Finset ι).Nonempty :=
    Finset.nonempty_of_sum_ne_zero (f := p) (by rw [hsum]; exact one_ne_zero)
  have hS : 0 < ∑ i, p i / (ε i + k * e) :=
    Finset.sum_pos (fun i _ => div_pos (hp i) (hd i)) hne
  have hB : bruggeman k p ε e = 1 - (k + 1) * e * ∑ i, p i / (ε i + k * e) := by
    unfold bruggeman
    rw [← hsum, Finset.mul_sum, ← Finset.sum_sub_distrib]
    refine Finset.sum_congr rfl fun i _ => ?_
    have := (hd i).ne'
    field_simp
    ring
  rw [hB]
  unfold hashinShtrikman
  constructor
  · intro h
    have : 1 / (∑ i, p i / (ε i + k * e)) = (k + 1) * e := by
      rw [div_eq_iff hS.ne']; linarith
    linarith
  · intro h
    have h' : 1 / (∑ i, p i / (ε i + k * e)) = (k + 1) * e := by linarith
    rw [div_eq_iff hS.ne'] at h'
    linarith

end

end BruggemanIffFixedPoint
```

Messages:

```
Try this:
  [apply] ring_nf
  
  The `ring` tactic failed to close the goal. Use `ring_nf` to obtain a normal form.
    
  Note that `ring` works primarily in *commutative* rings. If you have a noncommutative ring, abelian group or module, consider using `noncomm_ring`, `abel` or `module` instead.
Main.lean:32:78: error: unsolved goals
ι : Type u_1
inst✝ : Fintype ι
k : ℝ
p ε : ι → ℝ
hk : 0 < k
hp : ∀ (i : ι), 0 < p i
hsum : ∑ i, p i = 1
hε : ∀ (i : ι), 0 < ε i
e : ℝ
he : 0 < e
hd : ∀ (i : ι), 0 < ε i + k * e
hne : univ.Nonempty
hS : 0 < ∑ i, p i / (ε i + k * e)
i : ι
x✝ : i ∈ univ
this : ε i + k * e ≠ 0
⊢ p i * ε i * (ε i + e * k)⁻¹ - p i * e * (ε i + e * k)⁻¹ =
    p i - p i * e * k * (ε i + e * k)⁻¹ - p i * e * (ε i + e * k)⁻¹ * ∑ i, p i
```

Diagnosis. The error is an unsolved goal in `hB`; the "Try this" message reports that `ring` did not close it. The rewrite `← hsum` replaces every `1` in the goal by `∑ i, p i`, including the one in `k + 1`. That is why the sum still stands in the last term of the goal for a single phase. It equals one by `hsum`, but `ring` does not use hypotheses. The goal also still contains inverses of the denominator, and even with the sum set to one, `ring` would need to know that the denominator divided by itself is one.

The repair proves the identity for each phase first, as `term`, with `k + 1` intact. There `h` states that the denominator over itself is one, and `linear_combination p i * h` supplies that fact to the algebra. `hB` then rewrites each summand by `term` and splits the sum, uses `hsum` forwards to turn `∑ i, p i` into `1`, and takes the constant factor out with `← Finset.mul_sum`. The added comment only describes `term`.

As a diff, the version that Lean accepts:

```diff
@@ -30,11 +30,13 @@
   have hS : 0 < ∑ i, p i / (ε i + k * e) :=
     Finset.sum_pos (fun i _ => div_pos (hp i) (hd i)) hne
+  -- each polarisation factor is one minus a multiple of `1 / (ε i + k e)`
+  have term : ∀ i, p i * ((ε i - e) / (ε i + k * e))
+      = p i - (k + 1) * e * (p i / (ε i + k * e)) := by
+    intro i
+    have h : (ε i + k * e) / (ε i + k * e) = 1 := div_self (hd i).ne'
+    linear_combination p i * h
   have hB : bruggeman k p ε e = 1 - (k + 1) * e * ∑ i, p i / (ε i + k * e) := by
     unfold bruggeman
-    rw [← hsum, Finset.mul_sum, ← Finset.sum_sub_distrib]
-    refine Finset.sum_congr rfl fun i _ => ?_
-    have := (hd i).ne'
-    field_simp
-    ring
+    rw [Finset.sum_congr rfl fun i _ => term i, Finset.sum_sub_distrib, hsum, ← Finset.mul_sum]
   rw [hB]
   unfold hashinShtrikman
```
